# Each Brillouin zone contains exactly one point of a reciprocal-lattice coset with pairwise distinct norms

Let $B$ be a real $n\times n$ matrix whose columns are primitive reciprocal lattice vectors, with any factor $2\pi$ absorbed into them. The reciprocal lattice is $B\mathbb Z^n$. It is specified by $B$ alone, without reference to a direct lattice.

In Lean 4 with Mathlib:

```lean
import Mathlib

open Matrix

namespace HigherBrillouinZones

noncomputable section
```

Wave vectors are elements of $\mathbb R^n$ with the Euclidean norm, which the type `EuclideanSpace ℝ (Fin n)` supplies.

```lean
/-- Wave vectors in `n` dimensions with the Euclidean norm. -/
abbrev Wave (n : ℕ) := EuclideanSpace ℝ (Fin n)
```

A vector $g$ belongs to the lattice when $g=Bm$ for some $m\in\mathbb Z^n$. Since $Bm+Bl=B(m+l)$ and $-Bm=B(-m)$, the lattice is an additive subgroup, and `lattice B` records it as one. Invertibility of $B$ is not part of this definition; it enters later as the hypothesis `IsUnit B.det`.

```lean
variable {n : ℕ}

/-- The reciprocal lattice: all integer combinations of the columns of `B`. -/
def lattice (B : Matrix (Fin n) (Fin n) ℝ) : AddSubgroup (Wave n) where
  carrier := {g | ∃ m : Fin n → ℤ, g = WithLp.toLp 2 (B *ᵥ fun i => (m i : ℝ))}
  zero_mem' := ⟨0, by ext i; simp [Matrix.mulVec, dotProduct]⟩
  add_mem' := by
    rintro _ _ ⟨m, rfl⟩ ⟨l, rfl⟩
    exact ⟨m + l, by
      ext i; simp [Matrix.mulVec, dotProduct, mul_add, Finset.sum_add_distrib]⟩
  neg_mem' := by
    rintro _ ⟨m, rfl⟩
    exact ⟨-m, by ext i; simp [Matrix.mulVec, dotProduct, Finset.sum_neg_distrib]⟩
```

The coset of $k$ is $k+B\mathbb Z^n$, the set of all wave vectors equivalent to $k$ in a periodic crystal.

```lean
/-- The wave vectors that differ from `k` by a reciprocal lattice vector. -/
def coset (B : Matrix (Fin n) (Fin n) ℝ) (k : Wave n) : Set (Wave n) :=
  {q | q - k ∈ lattice B}
```

For a wave vector $q$, collect the lattice vectors that are closer to it than the origin is:
$$C(q)=\{g\in B\mathbb Z^n : \|q-g\|<\|q\|\}.$$
The vector $g=0$ gives equality and is therefore never counted.

```lean
/-- The reciprocal lattice vectors that lie closer to `q` than the origin does. -/
def closer (B : Matrix (Fin n) (Fin n) ℝ) (q : Wave n) : Set (Wave n) :=
  {g | g ∈ lattice B ∧ ‖q - g‖ < ‖q‖}
```

The point $q$ lies in the $p$-th zone when $C(q)$ is finite and $|C(q)|+1=p$. Writing the condition as $|C(q)|=p-1$ in natural numbers would introduce an error: there $0-1=0$, so a spurious zone $0$ would coincide with zone $1$. With the sum, zone $0$ is empty.

The strict inequality also settles the boundaries: a lattice vector exactly as far from $q$ as the origin does not raise the zone number. Closed zones are an alternative, requiring $|C(q)|\le p-1$ and at least $p$ lattice vectors with $\|q-g\|\le\|q\|$. For invertible $B$ and $n\ge1$, every coset would then meet every zone, but boundary points would belong to several zones and uniqueness could fail.

```lean
/-- The `p`-th Brillouin zone: exactly `p - 1` lattice vectors are closer to `q` than the
origin is. -/
def zone (B : Matrix (Fin n) (Fin n) ℝ) (p : ℕ) : Set (Wave n) :=
  {q | (closer B q).Finite ∧ (closer B q).ncard + 1 = p}
```

## Bragg planes and the first zone

Expanding the square gives
$$\|q-g\|^2=\|q\|^2-2\,q\cdot g+\|g\|^2 ,$$
so $\|q-g\|<\|q\|$ holds exactly when $2\,q\cdot g>\|g\|^2$. For $g\neq0$ this places $q$ beyond the plane that bisects the segment from $0$ to $g$ at right angles. The zone number is thus one more than the number of Bragg planes separating $q$ from the origin. In the proof, `norm_sub_sq_real` is the expansion, and monotonicity of squaring on nonnegative numbers gives both directions.

```lean
/-- A vector `g` is closer to `q` than the origin is exactly when `‖g‖² < 2 q·g`. For `g ≠ 0` this
says that `q` lies beyond the plane bisecting the segment from `0` to `g` at right angles. -/
theorem closer_iff_beyond_bragg_plane (q g : Wave n) :
    ‖q - g‖ < ‖q‖ ↔ ‖g‖ ^ 2 < 2 * inner ℝ q g := by
  have e := norm_sub_sq_real q g
  constructor
  · intro h
    have := pow_lt_pow_left₀ h (norm_nonneg _) two_ne_zero
    linarith
  · intro h
    exact lt_of_pow_lt_pow_left₀ 2 (norm_nonneg _) (by linarith)
```

For $p=1$ the set $C(q)$ is empty, which means $\|q\|\le\|q-g\|$ for every lattice vector $g$. This is the Wigner–Seitz cell of the reciprocal lattice, boundary included.

```lean
/-- The first zone is the Wigner–Seitz cell: the points to which no lattice vector is closer
than the origin. -/
theorem mem_first_zone_iff (B : Matrix (Fin n) (Fin n) ℝ) (q : Wave n) :
    q ∈ zone B 1 ↔ ∀ g ∈ lattice B, ‖q‖ ≤ ‖q - g‖ := by
  constructor
  · rintro ⟨hf, hc⟩ g hg
    have h0 : closer B q = ∅ := (Set.ncard_eq_zero hf).1 (by omega)
    by_contra h
    have hm : g ∈ closer B q := ⟨hg, not_le.1 h⟩
    rw [h0] at hm
    exact hm
  · intro h
    have h0 : closer B q = ∅ :=
      Set.eq_empty_iff_forall_notMem.2 fun g hg => not_lt_of_ge (h g hg.1) hg.2
    refine ⟨?_, ?_⟩ <;> rw [h0] <;> simp
```

## Counting shorter points of the coset

Let $B$ be invertible, and suppose $y=k+Bm$ with $m\in\mathbb Z^n$ and $\|y\|\le R$. Then $m=B^{-1}(y-k)$, and since no component of a vector exceeds its norm,
$$|m_i|\le\sum_j|B^{-1}_{ij}|\,(R+\|k\|)=M_i .$$
The integer vector $m$ lies in a finite box, so only finitely many points of the coset lie in the ball. The code takes the box with sides from $-\lceil M_i\rceil$ to $\lceil M_i\rceil$ and maps it onto a finite set containing these points.

```lean
/-- Only finitely many points of a coset lie in any given ball about the origin. -/
theorem finite_in_ball {B : Matrix (Fin n) (Fin n) ℝ} (hB : IsUnit B.det) (k : Wave n)
    (R : ℝ) : {y | y ∈ coset B k ∧ ‖y‖ ≤ R}.Finite := by
  let M : Fin n → ℝ := fun i => ∑ j, |B⁻¹ i j| * (R + ‖k‖)
  refine ((Set.finite_Icc (fun i => -⌈M i⌉) (fun i => ⌈M i⌉)).image
    (fun m : Fin n → ℤ => k + WithLp.toLp 2 (B *ᵥ fun i => (m i : ℝ)))).subset ?_
  rintro y ⟨hy, hR⟩
  obtain ⟨m, hm⟩ : ∃ m : Fin n → ℤ,
    y - k = WithLp.toLp 2 (B *ᵥ fun i => (m i : ℝ)) := hy
  -- the inverse matrix recovers the integer coordinates and bounds them
  have h1 : (fun i => (m i : ℝ)) = B⁻¹ *ᵥ (y - k).ofLp := by
    rw [hm]
    change _ = B⁻¹ *ᵥ (B *ᵥ fun i => (m i : ℝ))
    rw [Matrix.mulVec_mulVec, Matrix.nonsing_inv_mul _ hB, Matrix.one_mulVec]
  have hb : ∀ i, |(m i : ℝ)| ≤ M i := fun i => by
    calc |(m i : ℝ)| = |∑ j, B⁻¹ i j * (y - k).ofLp j| := congrArg abs (congrFun h1 i)
      _ ≤ ∑ j, |B⁻¹ i j * (y - k).ofLp j| := Finset.abs_sum_le_sum_abs _ _
      _ ≤ ∑ j, |B⁻¹ i j| * (R + ‖k‖) := by
        refine Finset.sum_le_sum fun j _ => ?_
        have hc := PiLp.norm_apply_le (y - k) j
        rw [Real.norm_eq_abs] at hc
        rw [abs_mul]
        exact mul_le_mul_of_nonneg_left
          (hc.trans ((norm_sub_le y k).trans (by linarith))) (abs_nonneg _)
  refine ⟨m, ⟨fun i => ?_, fun i => ?_⟩, ?_⟩
  · have : -(⌈M i⌉ : ℝ) ≤ m i := by
      linarith [neg_abs_le (m i : ℝ), Int.le_ceil (M i), hb i]
    exact_mod_cast this
  · have : (m i : ℝ) ≤ ⌈M i⌉ := (le_abs_self _).trans ((hb i).trans (Int.le_ceil _))
    exact_mod_cast this
  · change k + WithLp.toLp 2 (B *ᵥ fun i => (m i : ℝ)) = y
    rw [← hm]
    abel
```

Now let $q$ be in the coset and put $y=q-g$. As $g$ runs over the lattice, $y$ runs over the coset, and $g\in C(q)$ exactly when $\|y\|<\|q\|$. Hence
$$q-C(q)=\{y\in k+B\mathbb Z^n:\|y\|<\|q\|\},$$
and $|C(q)|$ is the number of coset points shorter than $q$.

```lean
/-- Reflection `g ↦ q - g` turns the lattice vectors closer to `q` than the origin into the
points of the coset that are shorter than `q`. -/
theorem image_closer {B : Matrix (Fin n) (Fin n) ℝ} {k q : Wave n} (hq : q ∈ coset B k) :
    (fun g => q - g) '' closer B q = {y | y ∈ coset B k ∧ ‖y‖ < ‖q‖} := by
  ext y
  constructor
  · rintro ⟨g, ⟨hg, hlt⟩, rfl⟩
    refine ⟨?_, hlt⟩
    have h := (lattice B).sub_mem hq hg
    rw [sub_right_comm] at h
    exact h
  · rintro ⟨hy, hlt⟩
    have h := (lattice B).sub_mem hq hy
    rw [sub_sub_sub_cancel_right] at h
    exact ⟨q - y, ⟨h, by rwa [sub_sub_cancel]⟩, sub_sub_cancel q y⟩
```

Applied to the coset of $q$ itself, the two preceding results show that $C(q)$ is finite. So $q$ lies in zone $|C(q)|+1$ and in no other. For invertible $B$ this holds for every wave vector, with no condition on norms.

```lean
/-- Every wave vector lies in exactly one Brillouin zone. -/
theorem existsUnique_zone {B : Matrix (Fin n) (Fin n) ℝ} (hB : IsUnit B.det) (q : Wave n) :
    ∃! p, q ∈ zone B p := by
  have hq : q ∈ coset B q := by
    change q - q ∈ lattice B
    rw [sub_self]
    exact (lattice B).zero_mem
  have hf : (closer B q).Finite := by
    refine Set.Finite.of_finite_image (f := fun g => q - g) ?_ sub_right_injective.injOn
    rw [image_closer hq]
    exact (finite_in_ball hB q ‖q‖).subset fun y hy => ⟨hy.1, hy.2.le⟩
  exact ⟨_, ⟨hf, rfl⟩, fun p hp => hp.2.symm⟩
```

## One point for every rank

Let $S$ be an infinite set and $f$ a real function that takes distinct values on $S$, with finitely many points of $S$ below any bound. Then for each $p\ge0$ some $x\in S$ has exactly $p$ points of $S$ below it.

The argument is induction on $p$. Every nonempty subset of $S$ has a lowest point, because only finitely many candidates lie at or below any chosen member; this is `hmin`. The lowest point of $S$ has rank $0$. If $x$ has rank $p$, infinitely many points remain above it; let $a$ be the lowest of these. As values are distinct, the points below $a$ are those below $x$ together with $x$ itself, so $a$ has rank $p+1$.

```lean
/-- In an infinite set with distinct values of `f`, finitely many below any bound, every
rank `p` in the order of increasing `f` is occupied. -/
theorem exists_rank {α : Type*} {S : Set α} {f : α → ℝ} (hinj : S.InjOn f)
    (hinf : S.Infinite) (hfin : ∀ R, {x | x ∈ S ∧ f x ≤ R}.Finite) (p : ℕ) :
    ∃ x ∈ S, {y | y ∈ S ∧ f y < f x}.ncard = p := by
  have hmin : ∀ T ⊆ S, T.Nonempty → ∃ a ∈ T, ∀ b ∈ T, f a ≤ f b := by
    rintro T hT ⟨t, ht⟩
    obtain ⟨a, ha, hle⟩ := Set.exists_min_image {x | x ∈ T ∧ f x ≤ f t} f
      ((hfin (f t)).subset fun x hx => ⟨hT hx.1, hx.2⟩) ⟨t, ht, le_rfl⟩
    refine ⟨a, ha.1, fun b hb => ?_⟩
    rcases le_total (f b) (f t) with h | h
    · exact hle b ⟨hb, h⟩
    · exact ha.2.trans h
  induction p with
  | zero =>
    obtain ⟨a, ha, hle⟩ := hmin S subset_rfl hinf.nonempty
    have h0 : {y | y ∈ S ∧ f y < f a} = ∅ :=
      Set.eq_empty_iff_forall_notMem.2 fun y hy => not_lt_of_ge (hle y hy.1) hy.2
    exact ⟨a, ha, by rw [h0, Set.ncard_empty]⟩
  | succ p ih =>
    obtain ⟨x, hx, hp⟩ := ih
    have hne : {y | y ∈ S ∧ f x < f y}.Nonempty := by
      by_contra h
      exact hinf ((hfin (f x)).subset fun y hy =>
        ⟨hy, not_lt.1 fun hlt => h ⟨y, hy, hlt⟩⟩)
    -- the next point in the list is the lowest one above `x`
    obtain ⟨a, ha, hle⟩ := hmin _ (fun y hy => hy.1) hne
    have hs : {y | y ∈ S ∧ f y < f a} = insert x {y | y ∈ S ∧ f y < f x} := by
      ext y
      constructor
      · rintro ⟨hy, hlt⟩
        rcases lt_trichotomy (f y) (f x) with h | h | h
        · exact Or.inr ⟨hy, h⟩
        · exact Or.inl (hinj hy hx h)
        · exact absurd hlt (not_lt_of_ge (hle y ⟨hy, h⟩))
      · rintro (h | ⟨hy, h⟩)
        · rw [h]
          exact ⟨hx, ha.2⟩
        · exact ⟨hy, h.trans ha.2⟩
    refine ⟨a, ha.1, ?_⟩
    rw [hs, Set.ncard_insert_of_notMem (fun h => lt_irrefl _ h.2)
      ((hfin (f x)).subset fun y hy => ⟨hy.1, hy.2.le⟩), hp]
```

The main theorem takes $n\ge1$, $B$ invertible, $p\ge1$ and a coset on which the norm is injective (`Set.InjOn`). It concludes that exactly one $q$ in the coset lies in zone $p$.

The hypothesis on norms has a direct meaning for free electrons, whose energy is $\hbar^2\|q\|^2/2m_e$ with electron mass $m_e$: no two plane waves with the same reduced wave vector are degenerate. In this non-interacting model with vanishing periodic potential, the theorem matches the $p$-th level at $k$ with the coset point in zone $p$, which is the passage between the reduced and extended zone schemes.

For existence, the points $k+B(t,\dots,t)$ with $t\in\mathbb Z$ are distinct when $n\ge1$, so the coset is infinite and contains a point with exactly $p-1$ shorter ones. For uniqueness, if $\|q\|<\|r\|$, every coset point shorter than $q$ is shorter than $r$, and $q$ itself is an additional one; thus $|C(q)|<|C(r)|$. Two points in the same zone must have equal norms and therefore coincide. The code compares norms with `lt_trichotomy`, and `omega` rules out the unequal cases.

```lean
/-- If the points of the coset of `k` have pairwise distinct norms, each Brillouin zone
contains exactly one of them. -/
theorem existsUnique_mem_zone {B : Matrix (Fin n) (Fin n) ℝ} (hn : 1 ≤ n)
    (hB : IsUnit B.det) (k : Wave n) (hk : (coset B k).InjOn fun q => ‖q‖)
    {p : ℕ} (hp : 1 ≤ p) : ∃! q, q ∈ coset B k ∧ q ∈ zone B p := by
  have hinf : (coset B k).Infinite := by
    refine Set.infinite_of_injective_forall_mem
      (f := fun t : ℤ => k + WithLp.toLp 2 (B *ᵥ fun _ => (t : ℝ))) ?_ ?_
    · intro s t h
      have h' : B *ᵥ (fun _ => (s : ℝ)) = B *ᵥ (fun _ => (t : ℝ)) :=
        congrArg WithLp.ofLp (add_left_cancel h)
      have h2 := congrArg (fun v => B⁻¹ *ᵥ v) h'
      simp only [Matrix.mulVec_mulVec, Matrix.nonsing_inv_mul _ hB,
        Matrix.one_mulVec] at h2
      have h3 : (s : ℝ) = t := congrFun h2 ⟨0, hn⟩
      exact_mod_cast h3
    · intro t
      exact ⟨fun _ => t, add_sub_cancel_left _ _⟩
  have hcard : ∀ q ∈ coset B k,
      (closer B q).ncard = {y | y ∈ coset B k ∧ ‖y‖ < ‖q‖}.ncard := fun q hq => by
    rw [← image_closer hq, Set.ncard_image_of_injective _ sub_right_injective]
  -- a longer point of the coset has strictly more lattice vectors closer to it
  have hlt : ∀ q ∈ coset B k, ∀ r ∈ coset B k, ‖q‖ < ‖r‖ →
      (closer B q).ncard < (closer B r).ncard := fun q hq r hr h => by
    rw [hcard q hq, hcard r hr]
    refine Set.ncard_lt_ncard ⟨fun y hy => ⟨hy.1, hy.2.trans h⟩, fun hsub => ?_⟩
      ((finite_in_ball hB k ‖r‖).subset fun y hy => ⟨hy.1, hy.2.le⟩)
    exact lt_irrefl _ (hsub ⟨hq, h⟩).2
  obtain ⟨q, hq, hc⟩ := exists_rank hk hinf (finite_in_ball hB k) (p - 1)
  have hc' : (closer B q).ncard = p - 1 := (hcard q hq).trans hc
  obtain ⟨p', hp', -⟩ := existsUnique_zone hB q
  refine ⟨q, ⟨hq, hp'.1, by omega⟩, ?_⟩
  rintro r ⟨hr, -, hrc⟩
  rcases lt_trichotomy ‖r‖ ‖q‖ with h | h | h
  · have := hlt r hr q hq h
    omega
  · exact hk hr hq h
  · have := hlt q hq r hr h
    omega
```

## A coset that qualifies and cosets that miss a zone

Take $n=1$, $B=1$ and $k=1/4$. If $|1/4+m|=|1/4+l|$ for integers $m,l$, then either $m=l$ or $2m+2l=-1$, which parity forbids. The norms are distinct.

```lean
/-- For the integer lattice in one dimension, the coset of `k = 1/4` has pairwise distinct
norms. -/
theorem existsUnique_mem_zone_witness :
    IsUnit (1 : Matrix (Fin 1) (Fin 1) ℝ).det ∧
      (coset (1 : Matrix (Fin 1) (Fin 1) ℝ) (WithLp.toLp 2 fun _ => 1 / 4)).InjOn
        fun q => ‖q‖ := by
  refine ⟨by simp, ?_⟩
  have hnorm : ∀ v : Wave 1, ‖v‖ = |v.ofLp 0| := fun v => by
    simp [EuclideanSpace.norm_eq, Real.sqrt_sq_eq_abs]
  have hco : ∀ x ∈ coset (1 : Matrix (Fin 1) (Fin 1) ℝ) (WithLp.toLp 2 fun _ => 1 / 4),
      ∃ m : ℤ, x.ofLp 0 - 1 / 4 = (m : ℝ) := by
    intro x hx
    obtain ⟨m, hm⟩ : ∃ m : Fin 1 → ℤ, x - (WithLp.toLp 2 fun _ => 1 / 4) =
      WithLp.toLp 2 ((1 : Matrix (Fin 1) (Fin 1) ℝ) *ᵥ fun i => (m i : ℝ)) := hx
    rw [Matrix.one_mulVec] at hm
    exact ⟨m 0, congrArg (fun v : Wave 1 => v.ofLp 0) hm⟩
  intro x hx y hy h
  have h' : ‖x‖ = ‖y‖ := h
  obtain ⟨m, hm⟩ := hco x hx
  obtain ⟨l, hl⟩ := hco y hy
  rw [hnorm, hnorm] at h'
  rcases abs_eq_abs.1 h' with e | e
  · ext i
    rw [Subsingleton.elim i 0]
    exact e
  · -- opposite points would make an even integer equal to `-1`
    have h2 : 2 * (m : ℝ) + 2 * (l : ℝ) = -1 := by linarith
    have h3 : 2 * m + 2 * l = -1 := by exact_mod_cast h2
    omega
```

Without distinct norms the conclusion can fail. Let $2k$ be a lattice vector while $k$ is not, as at half a primitive reciprocal vector when $B$ is invertible. For $q$ in the coset, $2q$ is also a lattice vector, and
$$\|q-(2q-g)\|=\|q-g\| ,$$
so $C(q)$ contains $2q-g$ whenever it contains $g$. If $g$ were its only element, then $2q-g=g$, hence $q=g$ would be a lattice vector, and so would $k$. Therefore $|C(q)|\neq1$, and the coset has no point in the second zone.

```lean
/-- If `2k` is a reciprocal lattice vector but `k` is not, no point of the coset of `k` lies
in the second Brillouin zone. -/
theorem second_zone_missed {B : Matrix (Fin n) (Fin n) ℝ} {k : Wave n}
    (h2 : k + k ∈ lattice B) (hk : k ∉ lattice B) {q : Wave n} (hq : q ∈ coset B k) :
    q ∉ zone B 2 := by
  rintro ⟨-, hc⟩
  obtain ⟨g, hg⟩ := Set.ncard_eq_one.1 (show (closer B q).ncard = 1 by omega)
  have hgm : g ∈ closer B q := by
    rw [hg]
    exact Set.mem_singleton g
  have hqq : q + q ∈ lattice B := by
    have h := (lattice B).add_mem ((lattice B).add_mem hq hq) h2
    have e : q - k + (q - k) + (k + k) = q + q := by abel
    rwa [e] at h
  -- the closer vectors come in pairs `g` and `2q - g`
  have hg' : q + q - g ∈ closer B q := by
    refine ⟨(lattice B).sub_mem hqq hgm.1, ?_⟩
    have e : q - (q + q - g) = -(q - g) := by abel
    rw [e, norm_neg]
    exact hgm.2
  rw [hg] at hg'
  have e : q + q - g = g := hg'
  have hz : (2 : ℝ) • (q - g) = 0 := by
    calc (2 : ℝ) • (q - g) = (q + q - g) - g := by module
      _ = 0 := by rw [e, sub_self]
  have hqg : q = g := sub_eq_zero.1 ((smul_eq_zero.1 hz).resolve_left two_ne_zero)
  have hql : q ∈ lattice B := by
    rw [hqg]
    exact hgm.1
  have h := (lattice B).sub_mem hql hq
  rw [sub_sub_cancel] at h
  exact hk h

end

end HigherBrillouinZones
```

```lean
#print axioms HigherBrillouinZones.closer_iff_beyond_bragg_plane
-- 'HigherBrillouinZones.closer_iff_beyond_bragg_plane' depends on axioms: [propext, Classical.choice, Quot.sound]
#print axioms HigherBrillouinZones.mem_first_zone_iff
-- 'HigherBrillouinZones.mem_first_zone_iff' depends on axioms: [propext, Classical.choice, Quot.sound]
#print axioms HigherBrillouinZones.existsUnique_mem_zone
-- 'HigherBrillouinZones.existsUnique_mem_zone' depends on axioms: [propext, Classical.choice, Quot.sound]
#print axioms HigherBrillouinZones.second_zone_missed
-- 'HigherBrillouinZones.second_zone_missed' depends on axioms: [propext, Classical.choice, Quot.sound]
```
